# Chaining two equal exponential decays on an infinite chain keeps the rate up to a linear factor

## Exchange between distant sites

In an insulator, the Hartree–Fock exchange between distant basis functions is small, and programs for large systems can use this to skip most of the two-electron integrals when they build the exchange matrix. How small it is depends on how several decaying quantities combine.

Take an infinite chain with one real basis function per site, with sites labelled by integers. The exchange matrix is

$$K_{mk}=\sum_{n}\sum_{l}(ml|nk)\,P_{ln},$$

where $P$ is the density matrix and $(ml|nk)$ is a two-electron integral in chemists' notation. With the Schwarz factors $Q_{ml}=\sqrt{(ml|ml)}$, the Schwarz inequality $|(ml|nk)|\le Q_{ml}Q_{nk}$ gives

$$|K_{mk}|\le\sum_n\Big(\sum_l Q_{ml}\,|P_{ln}|\Big)Q_{nk}.$$

Both factors in the inner sum decay with distance: $Q_{ml}$ because the overlap distribution of two distant Gaussians is small, and $P_{ln}$ because the system has a gap. The intermediate site $l$, however, runs over the whole chain. Does the sum over $l$ still decay with $|m-n|$, and at what rate?

## The value of the chained sum

Let $g>0$ be the decay rate per site, that is, the lattice spacing divided by the decay length; $g$ is not the energy gap. For all integers $m$ and $n$,

$$\sum_{l\in\mathbb Z}e^{-g|m-l|}\,e^{-g|l-n|}=\big(|m-n|+\coth g\big)\,e^{-g|m-n|}.$$

The exponential rate survives, and the intermediate sites contribute a factor linear in the distance. Since this is an equality, the linear factor belongs to the sum itself and does not come from a loose estimate.

## Three groups of sites

Write $q=e^{-g}$, so $0<q<1$. Put the left site at $0$ and the right site at $d\ge 0$. The terms are $q^{|l|}q^{|l-d|}$, and the sites fall into three groups.

- **At and beyond $d$.** With $l=d+k$ and $k\ge0$, the term is $q^{d+k}q^{k}=q^d q^{2k}$. The geometric series gives $q^d/(1-q^2)$.
- **Left of the origin.** With $l=-(k+1)$ and $k\ge0$, the term is $q^{k+1}q^{k+1+d}=q^{d+2}q^{2k}$. The sum is $q^{d+2}/(1-q^2)$.
- **From $0$ to $d-1$.** The two distances add up to $d$, so each of these $d$ sites contributes $q^d$, and together they give $d\,q^d$. For $d=0$ the group is empty.

The total is

$$\Big(d+\frac{1+q^2}{1-q^2}\Big)q^d .$$

Multiplying numerator and denominator of $\coth g=(e^g+e^{-g})/(e^g-e^{-g})$ by $e^{-g}$ turns it into $(1+q^2)/(1-q^2)$, which is the fraction above.

For general sites with $m\le n$, set $d=n-m$ and shift the summation variable to $l-m$. For $m\ge n$, set $d=m-n$ and use $m-l$ instead, which reflects the chain. Both substitutions run through all integers once, so the sum is unchanged.

## From exact exponentials to bounded matrices

Real Schwarz factors and density elements are only bounded by exponentials. Suppose that $|Q_{ml}|\le a\,e^{-g|m-l|}$ and $|P_{ln}|\le b\,e^{-g|l-n|}$ for all sites, with constants $a$ and $b$. Then

$$|Q_{ml}P_{ln}|\le ab\,e^{-g|m-l|}e^{-g|l-n|}.$$

The right-hand side has a convergent sum over $l$, so $\sum_l Q_{ml}P_{ln}$ converges absolutely, and

$$\Big|\sum_l Q_{ml}P_{ln}\Big|\le ab\,\big(|m-n|+\coth g\big)e^{-g|m-n|}.$$

The same bound holds with $|P_{ln}|$ in place of $P_{ln}$, which is the form that the exchange estimate uses.

## A chain with $q=1/2$

Take $g=\ln 2$, $m=0$ and $n=2$. Then $\coth g=(1+\tfrac14)/(1-\tfrac14)=\tfrac53$, and the formula gives $(2+\tfrac53)\cdot\tfrac14=\tfrac{11}{12}$.

Summing directly, sites $0$ and $1$ give $\tfrac14$ each. The sites from $2$ onwards give $\tfrac14\cdot\tfrac43=\tfrac13$, and the negative sites give $\tfrac1{16}\cdot\tfrac43=\tfrac1{12}$. The total is $\tfrac12+\tfrac13+\tfrac1{12}=\tfrac{11}{12}$.

## Unequal decay rates

The same grouping works when the two factors decay differently. For $0<p,q<1$ with $p\ne q$,

$$\sum_{l\in\mathbb Z}q^{|l|}p^{|l-d|}=\frac{q^d+p^{d+1}q}{1-pq}+p\,\frac{p^d-q^d}{p-q}.$$

The middle sites now form a finite geometric sum, so the linear factor disappears and the slower decay sets the rate. The Lean theorems treat equal rates. The upper bound `schwarz_density_bound` also covers unequal ones if the smaller rate is used for both factors, but it then keeps its linear factor. This matters for exchange: with identical Gaussians on all sites, $Q_{ml}$ falls off faster than any exponential. If $|P_{ln}|\le b\,e^{-g|l-n|}$, the inner sum is then at most a constant times $e^{-g|m-n|}$, and the linear factor in the bound is an overestimate at large distances.

## The statements in Lean

```lean
import Mathlib

namespace ExchangeLocality

noncomputable section

/-- Exponential decay at rate `g` with the distance between sites `m` and `n` of a chain. -/
def decay (g : ℝ) (m n : ℤ) : ℝ := Real.exp (-g * |(m : ℝ) - (n : ℝ)|)

/-- The hyperbolic cotangent, for nonzero argument. -/
def coth (g : ℝ) : ℝ := Real.cosh g / Real.sinh g

/-- Two series with equal terms have the same sum. -/
theorem hasSum_of_eq {ι : Type} {f f' : ι → ℝ} {s : ℝ} (h : ∀ i, f i = f' i)
    (hs : HasSum f' s) : HasSum f s := by
  have e : f = f' := funext h
  rw [e]
  exact hs

/-- The distance between two sites is a natural number. -/
theorem dist_eq (m n : ℤ) : |(m : ℝ) - (n : ℝ)| = ((m - n).natAbs : ℝ) := by
  rw [Nat.cast_natAbs, Int.cast_abs, Int.cast_sub]

/-- The decay factor is `exp (-g)` raised to the distance between the sites. -/
theorem decay_eq_pow (g : ℝ) (m n : ℤ) :
    decay g m n = Real.exp (-g) ^ (m - n).natAbs := by
  rw [decay, dist_eq, mul_comm, Real.exp_nat_mul]

/-- For `g > 0`, `coth g` is the ratio `(1 + q²) / (1 - q²)` with `q = exp (-g)`. -/
theorem coth_eq {g : ℝ} (hg : 0 < g) :
    coth g = (1 + Real.exp (-g) ^ 2) / (1 - Real.exp (-g) ^ 2) := by
  have hq : Real.exp (-g) ^ 2 < 1 :=
    pow_lt_one₀ (Real.exp_pos _).le
      (by rw [← Real.exp_zero]; exact Real.exp_lt_exp.mpr (neg_lt_zero.mpr hg)) two_ne_zero
  have h1 : Real.exp g * Real.exp (-g) = 1 := by
    rw [← Real.exp_add, add_neg_cancel, Real.exp_zero]
  rw [coth, div_eq_div_iff (Real.sinh_pos_iff.mpr hg).ne' (sub_pos.mpr hq).ne',
    Real.cosh_eq, Real.sinh_eq]
  generalize Real.exp g = a at h1 ⊢
  generalize Real.exp (-g) = b at h1 ⊢
  linear_combination (-b) * h1

/-- For `0 ≤ q < 1`, the sum over all sites `l` of `q^|l| q^|l-d|`, with `d ≥ 0`, is
`(d + (1 + q²) / (1 - q²)) q^d`. -/
theorem chain_from_origin {q : ℝ} (h0 : 0 ≤ q) (h1 : q < 1) (d : ℕ) :
    HasSum (fun l : ℤ => q ^ l.natAbs * q ^ (l - (d : ℤ)).natAbs)
      (((d : ℝ) + (1 + q ^ 2) / (1 - q ^ 2)) * q ^ d) := by
  have geo := hasSum_geometric_of_lt_one (sq_nonneg q) (pow_lt_one₀ h0 h1 two_ne_zero)
  rw [div_eq_mul_inv]
  generalize (1 - q ^ 2)⁻¹ = X at geo ⊢
  -- sites at and beyond `d`
  have beyond : HasSum (fun k : ℕ => q ^ ((k + d : ℕ) : ℤ).natAbs *
      q ^ (((k + d : ℕ) : ℤ) - (d : ℤ)).natAbs) (q ^ d * X) := by
    refine hasSum_of_eq (fun k => ?_) (geo.mul_left (q ^ d))
    rw [show (((k + d : ℕ) : ℤ) - (d : ℤ)).natAbs = k by omega,
      show ((k + d : ℕ) : ℤ).natAbs = k + d by omega]
    ring
  -- sites to the left of the origin
  have before : HasSum (fun k : ℕ => q ^ (-((k : ℤ) + 1)).natAbs *
      q ^ (-((k : ℤ) + 1) - (d : ℤ)).natAbs) (q ^ d * q ^ 2 * X) := by
    refine hasSum_of_eq (fun k => ?_) (geo.mul_left (q ^ d * q ^ 2))
    rw [show (-((k : ℤ) + 1) - (d : ℤ)).natAbs = k + 1 + d by omega,
      show (-((k : ℤ) + 1)).natAbs = k + 1 by omega]
    ring
  -- each site from `0` to `d - 1` contributes the same amount
  have mid : ∑ i ∈ Finset.range d, q ^ (i : ℤ).natAbs * q ^ ((i : ℤ) - (d : ℤ)).natAbs
      = d * q ^ d := by
    have hc : ∀ i ∈ Finset.range d,
        q ^ (i : ℤ).natAbs * q ^ ((i : ℤ) - (d : ℤ)).natAbs = q ^ d := by
      intro i hi
      have hi' := Finset.mem_range.mp hi
      rw [← pow_add, show (i : ℤ).natAbs + ((i : ℤ) - (d : ℤ)).natAbs = d by omega]
    rw [Finset.sum_congr rfl hc, Finset.sum_const, Finset.card_range, nsmul_eq_mul]
  have after := (hasSum_nat_add_iff
    (f := fun i : ℕ => q ^ (i : ℤ).natAbs * q ^ ((i : ℤ) - (d : ℤ)).natAbs) d).mp beyond
  rw [mid] at after
  have hv : ((d : ℝ) + (1 + q ^ 2) * X) * q ^ d
      = q ^ d * X + d * q ^ d + q ^ d * q ^ 2 * X := by ring
  rw [hv]
  exact HasSum.of_nat_of_neg_add_one
    (f := fun l : ℤ => q ^ l.natAbs * q ^ (l - (d : ℤ)).natAbs) after before

/-- For `0 ≤ q < 1` and any sites `m` and `n`, the sum over all sites `l` of
`q^|m-l| q^|l-n|` is `(|m-n| + (1 + q²) / (1 - q²)) q^|m-n|`. -/
theorem chain_pow {q : ℝ} (h0 : 0 ≤ q) (h1 : q < 1) (m n : ℤ) :
    HasSum (fun l : ℤ => q ^ (m - l).natAbs * q ^ (l - n).natAbs)
      ((((m - n).natAbs : ℝ) + (1 + q ^ 2) / (1 - q ^ 2)) * q ^ (m - n).natAbs) := by
  rcases le_total m n with h | h
  · -- translate `m` to the origin
    obtain ⟨d, hd⟩ : ∃ d : ℕ, m + (d : ℤ) = n := ⟨(n - m).toNat, by omega⟩
    let e : ℤ ≃ ℤ := ⟨fun l => l - m, fun l => l + m,
      fun l => sub_add_cancel l m, fun l => add_sub_cancel_right l m⟩
    have hs := e.hasSum_iff.mpr (chain_from_origin h0 h1 d)
    rw [show (m - n).natAbs = d by omega]
    refine hasSum_of_eq (fun l => ?_) hs
    change _ = q ^ (l - m).natAbs * q ^ (l - m - (d : ℤ)).natAbs
    rw [show (m - l).natAbs = (l - m).natAbs by omega,
      show (l - n).natAbs = (l - m - (d : ℤ)).natAbs by omega]
  · -- reflect the chain, with `m` sent to the origin
    obtain ⟨d, hd⟩ : ∃ d : ℕ, n + (d : ℤ) = m := ⟨(m - n).toNat, by omega⟩
    let e : ℤ ≃ ℤ := ⟨fun l => m - l, fun l => m - l,
      fun l => sub_sub_cancel m l, fun l => sub_sub_cancel m l⟩
    have hs := e.hasSum_iff.mpr (chain_from_origin h0 h1 d)
    rw [show (m - n).natAbs = d by omega]
    refine hasSum_of_eq (fun l => ?_) hs
    change _ = q ^ (m - l).natAbs * q ^ (m - l - (d : ℤ)).natAbs
    rw [show (l - n).natAbs = (m - l - (d : ℤ)).natAbs by omega]

/-- For `g > 0`, the sum over all sites `l` of `exp (-g|m-l|) exp (-g|l-n|)` converges to
`(|m-n| + coth g) exp (-g|m-n|)`. -/
theorem chain_hasSum {g : ℝ} (hg : 0 < g) (m n : ℤ) :
    HasSum (fun l : ℤ => decay g m l * decay g l n)
      ((|(m : ℝ) - (n : ℝ)| + coth g) * decay g m n) := by
  rw [dist_eq m n, coth_eq hg, decay_eq_pow g m n]
  have hq : Real.exp (-g) < 1 := by
    rw [← Real.exp_zero]
    exact Real.exp_lt_exp.mpr (neg_lt_zero.mpr hg)
  refine hasSum_of_eq (fun l => ?_) (chain_pow (Real.exp_pos (-g)).le hq m n)
  rw [decay_eq_pow g m l, decay_eq_pow g l n]

/-- Let `g > 0`, and let `Q` and `P` be real functions of two sites with `|Q m l| ≤ a exp (-g|m-l|)`
and `|P l n| ≤ b exp (-g|l-n|)` for all sites. Then the sum of `Q m l * P l n` over `l` converges,
and its absolute value is at most `a b (|m-n| + coth g) exp (-g|m-n|)`. -/
theorem schwarz_density_bound {g a b : ℝ} (hg : 0 < g) {Q P : ℤ → ℤ → ℝ}
    (hQ : ∀ m l, |Q m l| ≤ a * decay g m l) (hP : ∀ l n, |P l n| ≤ b * decay g l n)
    (m n : ℤ) :
    Summable (fun l => Q m l * P l n) ∧
      |∑' l, Q m l * P l n| ≤ a * b * ((|(m : ℝ) - (n : ℝ)| + coth g) * decay g m n) := by
  have hs := (chain_hasSum hg m n).mul_left (a * b)
  have hb : ∀ l, ‖Q m l * P l n‖ ≤ a * b * (decay g m l * decay g l n) := by
    intro l
    rw [Real.norm_eq_abs, abs_mul]
    calc |Q m l| * |P l n| ≤ (a * decay g m l) * (b * decay g l n) :=
          mul_le_mul (hQ m l) (hP l n) (abs_nonneg _) ((abs_nonneg _).trans (hQ m l))
      _ = a * b * (decay g m l * decay g l n) := mul_mul_mul_comm _ _ _ _
  have ht := tsum_of_norm_bounded hs hb
  rw [Real.norm_eq_abs] at ht
  exact ⟨Summable.of_norm_bounded hs.summable hb, ht⟩

end

end ExchangeLocality
```

```lean
#print axioms ExchangeLocality.decay_eq_pow
#print axioms ExchangeLocality.schwarz_density_bound
```

```
'ExchangeLocality.decay_eq_pow' depends on axioms: [propext, Classical.choice, Quot.sound]
'ExchangeLocality.schwarz_density_bound' depends on axioms: [propext, Classical.choice, Quot.sound]
```

## What the two main theorems say

`decay g m n` is $e^{-g|m-n|}$, with integer sites converted to real numbers before the distance is taken. The spacing is therefore one. `coth` is defined as $\cosh g/\sinh g$.

In `chain_hasSum`, the predicate `HasSum` says that the series over all integers `l` converges to the stated value regardless of the order of summation.

In `schwarz_density_bound`, `Q` and `P` are arbitrary real functions of two sites. Despite the name, no integral or density matrix is constructed: the decay bounds `hQ` and `hP` are assumptions. The bound on `P` stands for the locality of the density matrix in a gapped system, and the bound on `Q` for the localisation of the basis functions. The constants `a` and `b` must serve all pairs of sites; taking equal sites shows that they also bound the diagonal elements. The conclusion has two parts, convergence (`Summable`) and the bound on the sum, written `∑'`.

The step left open towards real exchange is the passage from this product to $K_{mk}$, which needs the Schwarz inequality for the integrals and a second sum, over $n$, against $Q_{nk}$. For an infinite one-dimensional chain with one function per site, the theorem thus bounds the inner sum of the exchange estimate given at the start.

## How the Lean proof is assembled

**Passing to powers.** `dist_eq` identifies the distance with a natural number, and `decay_eq_pow` rewrites the exponential as $q^{|m-n|}$. `coth_eq` proves the formula for $\coth g$ in terms of $q$: after cross-multiplication, only the relation $e^g e^{-g}=1$ is needed, and `linear_combination` supplies it.

**The three groups.** `chain_from_origin` follows the derivation above. The geometric series is `geo`, and its value $1/(1-q^2)$ is abbreviated to `X`. The facts `beyond`, `before` and `mid` are the three partial results, with `omega` checking the integer distances in each. Then `hasSum_nat_add_iff` attaches the first $d$ sites to the right tail, and `HasSum.of_nat_of_neg_add_one` joins the non-negative and negative sites into one series over the integers. The helper `hasSum_of_eq` lets a series be replaced by one with equal terms.

**Arbitrary sites.** `chain_pow` splits into $m\le n$ and $n\le m$. In each case the bijection `e` is the substitution described earlier, a translation or a reflection, and `e.hasSum_iff` carries the sum across. `chain_hasSum` then translates the result back to exponentials.

**Domination.** In `schwarz_density_bound`, `hs` is the exact sum multiplied by $ab$, and `hb` is the bound on each term, obtained by multiplying the two hypotheses. `Summable.of_norm_bounded` gives convergence by comparison, and `tsum_of_norm_bounded` gives the bound on the sum.
